# The hydrogenic 1s radial density, sampled on an infinite mesh of spacing h and summed with weight h, gives (Zh)³ cosh(Zh)/sinh³(Zh)

For one electron in the 1s orbital of a point nucleus of charge Z > 0, in atomic units, the radial density is 4Z³r²e^(−2Zr), whose integral over all radii is 1. The theorem `hasSum_mesh` samples it at r = h, 2h, 3h and so on without end, for any spacing h > 0, and says that the samples times h sum to (Zh)³ cosh(Zh)/sinh³(Zh). The attempt takes the sum of n²qⁿ from `hasSum_sq_geometric` with q = e^(−2Zh), multiplies it by 4(Zh)³, and rewrites the value with hyperbolic functions. It then uses `convert` to match this result, `key`, to the goal.

The failing Lean file:

```lean
import Mathlib

open Filter Topology

namespace HasSumMesh

noncomputable section

/-- The electron density of the hydrogenic 1s orbital with nuclear charge `Z`, at radius `r`. -/
def density1s (Z r : ℝ) : ℝ := Z ^ 3 / Real.pi * Real.exp (-2 * Z * r)

/-- The radial density: the 1s density times the area of the sphere of radius `r`. -/
def radialDensity (Z r : ℝ) : ℝ := 4 * Real.pi * r ^ 2 * density1s Z r

/-- The geometric series weighted by the squares of the mesh index, for a ratio `0 ≤ q < 1`. -/
theorem hasSum_sq_geometric {q : ℝ} (h0 : 0 ≤ q) (h1 : q < 1) :
    HasSum (fun n : ℕ => ((n : ℝ) + 1) ^ 2 * q ^ (n + 1)) (q * (1 + q) / (1 - q) ^ 3) := by
  have hq : ‖q‖ < 1 := by rwa [Real.norm_of_nonneg h0]
  have hne : 1 - q ≠ 0 := (sub_pos.2 h1).ne'
  -- (n+1)² is twice a binomial coefficient minus (n+1)
  have h := (((hasSum_choose_mul_geometric_of_norm_lt_one 2 hq).mul_left 2).sub
    (hasSum_choose_mul_geometric_of_norm_lt_one 1 hq)).mul_left q
  have hterm : ∀ n : ℕ, ((n : ℝ) + 1) ^ 2 * q ^ (n + 1)
      = q * (2 * (((n + 2).choose 2 : ℕ) * q ^ n) - ((n + 1).choose 1 : ℕ) * q ^ n) := by
    intro n
    rw [Nat.cast_choose_two, Nat.choose_one_right]
    push_cast
    ring
  have hval : q * (1 + q) / (1 - q) ^ 3
      = q * (2 * (1 / (1 - q) ^ (2 + 1)) - 1 / (1 - q) ^ (1 + 1)) := by
    field_simp
    ring
  rw [hval, funext hterm]
  exact h

/-- For positive charge and spacing the mesh sum converges, and its value depends only on the
product `Z * h`. -/
theorem hasSum_mesh {Z h : ℝ} (hZ : 0 < Z) (hh : 0 < h) :
    HasSum (fun n : ℕ => h * radialDensity Z (((n : ℝ) + 1) * h))
      ((Z * h) ^ 3 * Real.cosh (Z * h) / Real.sinh (Z * h) ^ 3) := by
  have ha : 0 < Z * h := mul_pos hZ hh
  have hF : 0 < Real.exp (-(Z * h)) := Real.exp_pos _
  have hF1 : Real.exp (-(Z * h)) < 1 := Real.exp_lt_one (by linarith)
  have hEF : Real.exp (Z * h) * Real.exp (-(Z * h)) = 1 := by
    rw [← Real.exp_add, add_neg_cancel, Real.exp_zero]
  have hS : Real.sinh (Z * h) ≠ 0 := (Real.sinh_pos_iff.2 ha).ne'
  have hs : 1 - Real.exp (-(Z * h)) ^ 2
      = Real.exp (-(Z * h)) * (2 * Real.sinh (Z * h)) := by
    rw [Real.sinh_eq]
    linear_combination -hEF
  have hc : Real.exp (-(Z * h)) ^ 2 * (1 + Real.exp (-(Z * h)) ^ 2)
      = Real.exp (-(Z * h)) ^ 3 * (2 * Real.cosh (Z * h)) := by
    rw [Real.cosh_eq]
    linear_combination (-Real.exp (-(Z * h)) ^ 2) * hEF
  have key := (hasSum_sq_geometric (sq_nonneg (Real.exp (-(Z * h))))
    (by nlinarith)).mul_left (4 * (Z * h) ^ 3)
  rw [hs, hc] at key
  convert key using 1
  · funext n
    have he : Real.exp (-2 * Z * (((n : ℝ) + 1) * h))
        = (Real.exp (-(Z * h)) ^ 2) ^ (n + 1) := by
      rw [← pow_mul, ← Real.exp_nat_mul]
      congr 1
      push_cast
      ring
    have hpi := Real.pi_ne_zero
    rw [radialDensity, density1s, he]
    field_simp
  · have hF0 := hF.ne'
    field_simp
    ring

end

end HasSumMesh
```

Lean reports:

```
Main.lean:43:40: error(lean.unknownIdentifier): Unknown constant `Real.exp_lt_one`
Main.lean:59:4: error: Tactic `apply` failed: could not unify the conclusion of `@funext`
  ?f = ?g
with the goal
  Real.instAddCommMonoid =
    CommRing.toNonUnitalCommRing.toNonUnitalNonAssocCommRing.toNonUnitalNonAssocSemiring.toAddCommMonoid

Note: The full type of `@funext` is
  ∀ {α : Sort ?u.243} {β : α → Sort ?u.242} {f g : (x : α) → β x}, (∀ (x : α), f x = g x) → f = g

case e'_3
Z h : ℝ
hZ : 0 < Z
hh : 0 < h
ha : 0 < Z * h
hF : 0 < Real.exp (-(Z * h))
hF1 : Real.exp (-(Z * h)) < 1
hEF : Real.exp (Z * h) * Real.exp (-(Z * h)) = 1
hS : Real.sinh (Z * h) ≠ 0
hs : 1 - Real.exp (-(Z * h)) ^ 2 = Real.exp (-(Z * h)) * (2 * Real.sinh (Z * h))
hc : Real.exp (-(Z * h)) ^ 2 * (1 + Real.exp (-(Z * h)) ^ 2) = Real.exp (-(Z * h)) ^ 3 * (2 * Real.cosh (Z * h))
key :
  HasSum (fun i => 4 * (Z * h) ^ 3 * ((↑i + 1) ^ 2 * (Real.exp (-(Z * h)) ^ 2) ^ (i + 1)))
    (4 * (Z * h) ^ 3 *
      (Real.exp (-(Z * h)) ^ 3 * (2 * Real.cosh (Z * h)) / (Real.exp (-(Z * h)) * (2 * Real.sinh (Z * h))) ^ 3))
⊢ Real.instAddCommMonoid =
    CommRing.toNonUnitalCommRing.toNonUnitalNonAssocCommRing.toNonUnitalNonAssocSemiring.toAddCommMonoid
Try this:
  [apply] ring_nf
  
  The `ring` tactic failed to close the goal. Use `ring_nf` to obtain a normal form.
    
  Note that `ring` works primarily in *commutative* rings. If you have a noncommutative ring, abelian group or module, consider using `noncomm_ring`, `abel` or `module` instead.
Main.lean:69:2: error: unsolved goals
case e'_5
Z h : ℝ
hZ : 0 < Z
hh : 0 < h
ha : 0 < Z * h
hF : 0 < Real.exp (-(Z * h))
hF1 : Real.exp (-(Z * h)) < 1
hEF : Real.exp (Z * h) * Real.exp (-(Z * h)) = 1
hS : Real.sinh (Z * h) ≠ 0
hs : 1 - Real.exp (-(Z * h)) ^ 2 = Real.exp (-(Z * h)) * (2 * Real.sinh (Z * h))
hc : Real.exp (-(Z * h)) ^ 2 * (1 + Real.exp (-(Z * h)) ^ 2) = Real.exp (-(Z * h)) ^ 3 * (2 * Real.cosh (Z * h))
key :
  HasSum (fun i => 4 * (Z * h) ^ 3 * ((↑i + 1) ^ 2 * (Real.exp (-(Z * h)) ^ 2) ^ (i + 1)))
    (4 * (Z * h) ^ 3 *
      (Real.exp (-(Z * h)) ^ 3 * (2 * Real.cosh (Z * h)) / (Real.exp (-(Z * h)) * (2 * Real.sinh (Z * h))) ^ 3))
hF0 : Real.exp (-(Z * h)) ≠ 0
⊢ (fun n => h * radialDensity Z (h + h * ↑n)) = fun i =>
    h ^ 3 * Z ^ 3 * ↑i * Real.exp (-(h * Z)) ^ 2 * Real.exp (-(h * Z)) ^ (i * 2) * 8 +
        h ^ 3 * Z ^ 3 * ↑i ^ 2 * Real.exp (-(h * Z)) ^ 2 * Real.exp (-(h * Z)) ^ (i * 2) * 4 +
      h ^ 3 * Z ^ 3 * Real.exp (-(h * Z)) ^ 2 * Real.exp (-(h * Z)) ^ (i * 2) * 4
Main.lean:40:67: error: unsolved goals
case e'_6
Z h : ℝ
hZ : 0 < Z
hh : 0 < h
ha : 0 < Z * h
hF : 0 < Real.exp (-(Z * h))
hF1 : Real.exp (-(Z * h)) < 1
hEF : Real.exp (Z * h) * Real.exp (-(Z * h)) = 1
hS : Real.sinh (Z * h) ≠ 0
hs : 1 - Real.exp (-(Z * h)) ^ 2 = Real.exp (-(Z * h)) * (2 * Real.sinh (Z * h))
hc : Real.exp (-(Z * h)) ^ 2 * (1 + Real.exp (-(Z * h)) ^ 2) = Real.exp (-(Z * h)) ^ 3 * (2 * Real.cosh (Z * h))
key :
  HasSum (fun i => 4 * (Z * h) ^ 3 * ((↑i + 1) ^ 2 * (Real.exp (-(Z * h)) ^ 2) ^ (i + 1)))
    (4 * (Z * h) ^ 3 *
      (Real.exp (-(Z * h)) ^ 3 * (2 * Real.cosh (Z * h)) / (Real.exp (-(Z * h)) * (2 * Real.sinh (Z * h))) ^ 3))
⊢ (Z * h) ^ 3 * Real.cosh (Z * h) / Real.sinh (Z * h) ^ 3 =
    4 * (Z * h) ^ 3 *
      (Real.exp (-(Z * h)) ^ 3 * (2 * Real.cosh (Z * h)) / (Real.exp (-(Z * h)) * (2 * Real.sinh (Z * h))) ^ 3)
```

Cause. There are two separate faults. The first is a name: `Real.exp_lt_one` does not exist here, and the repair uses the equivalence `Real.exp_lt_one_iff` in its `.2` direction.

The second explains the other three errors. The proof has two bullets after `convert key using 1`, for the terms and the value, but `convert` left three goals. The extra one, which came first, asks that two forms of the additive structure on the reals be equal. So `funext` met an equation between instances, not functions, and failed; the second bullet got the equation between functions, which `field_simp` and `ring` did not close; and the value equation had no bullet at all.

The repair proves the two intended equations as `hterm` and `hval`, rewrites the goal with them and ends with `exact key`, which accepts the two instances as equal by definition.

Inside those proofs, `linear_combination` with π·π⁻¹ = 1, and `div_eq_div_iff` followed by `ring`, replace `field_simp`. The messages don't show whether `field_simp` would have failed there. In the failing run it met the terms only as an equation between functions, with `radialDensity` not unfolded, and it never reached the value equation.

Lean accepts the file once it reads:

```diff
@@ -41,5 +41,5 @@
   have ha : 0 < Z * h := mul_pos hZ hh
   have hF : 0 < Real.exp (-(Z * h)) := Real.exp_pos _
-  have hF1 : Real.exp (-(Z * h)) < 1 := Real.exp_lt_one (by linarith)
+  have hF1 : Real.exp (-(Z * h)) < 1 := Real.exp_lt_one_iff.2 (by linarith)
   have hEF : Real.exp (Z * h) * Real.exp (-(Z * h)) = 1 := by
     rw [← Real.exp_add, add_neg_cancel, Real.exp_zero]
@@ -56,6 +56,7 @@
     (by nlinarith)).mul_left (4 * (Z * h) ^ 3)
   rw [hs, hc] at key
-  convert key using 1
-  · funext n
+  have hterm : ∀ n : ℕ, h * radialDensity Z (((n : ℝ) + 1) * h)
+      = 4 * (Z * h) ^ 3 * (((n : ℝ) + 1) ^ 2 * (Real.exp (-(Z * h)) ^ 2) ^ (n + 1)) := by
+    intro n
     have he : Real.exp (-2 * Z * (((n : ℝ) + 1) * h))
         = (Real.exp (-(Z * h)) ^ 2) ^ (n + 1) := by
@@ -64,10 +65,16 @@
       push_cast
       ring
-    have hpi := Real.pi_ne_zero
+    have hpi : Real.pi * Real.pi⁻¹ = 1 := mul_inv_cancel₀ Real.pi_ne_zero
     rw [radialDensity, density1s, he]
-    field_simp
-  · have hF0 := hF.ne'
-    field_simp
+    linear_combination
+      (4 * h ^ 3 * ((n : ℝ) + 1) ^ 2 * Z ^ 3 * (Real.exp (-(Z * h)) ^ 2) ^ (n + 1)) * hpi
+  have hval : (Z * h) ^ 3 * Real.cosh (Z * h) / Real.sinh (Z * h) ^ 3
+      = 4 * (Z * h) ^ 3 * (Real.exp (-(Z * h)) ^ 3 * (2 * Real.cosh (Z * h))
+        / (Real.exp (-(Z * h)) * (2 * Real.sinh (Z * h))) ^ 3) := by
+    rw [← mul_div_assoc, div_eq_div_iff (pow_ne_zero 3 hS)
+      (pow_ne_zero 3 (mul_ne_zero hF.ne' (mul_ne_zero two_ne_zero hS)))]
     ring
+  rw [hval, funext hterm]
+  exact key
 
 end
```
